# Configuration-interaction ground energies do not rise when configurations are added

Take two orthonormal configurations and the Hamiltonian matrix
$$H=\begin{pmatrix} a & b\\ \bar b & d\end{pmatrix},\qquad a,d\in\mathbb R .$$
With the first configuration alone the ground energy is $a$. With both it is
$$E_0=\frac{a+d}{2}-\sqrt{\Big(\frac{a-d}{2}\Big)^2+|b|^2}\;\le\;\min(a,d)\;\le\; a .$$
The bound does not need the square root: $(1,0)$ is a normalised trial state for $H$ with energy $a$, so $E_0\le a$. Equality requires $b=0$ and $a\le d$, which is the condition that $(1,0)$ is itself a ground vector of $H$.

## The bound

Let $H$ be a Hermitian matrix on a finite set of configurations, $H_I$ its principal submatrix on a subset $I$, and $E_0$ the lowest eigenvalue. For nonempty $I\subseteq J$,
$$E_0(H)\le E_0(H_J)\le E_0(H_I),$$
and $E_0(H_I)=E_0(H)$ exactly when $H$ has a normalised ground vector with no amplitude outside $I$. This is the lowest-level part of Cauchy interlacing, which also orders the higher eigenvalues; only the lowest one is treated here.

## Where a code relies on it

A truncated or selected CI program that keeps one finite Hamiltonian matrix over orthonormal determinants and grows the determinant list can use the bound as a test: the exact lowest eigenvalue must not increase between iterations and must not fall below the lowest eigenvalue of the whole matrix. The intermediate inequality $E_0(A)\le E_0(V^\dagger AV)$ for Hermitian $A$ and $V^\dagger V=1$ is what makes the lowest Ritz value of a Davidson or Lanczos subspace with orthonormal vectors an upper bound.

Each hypothesis can be broken by a program. A duplicated determinant destroys orthonormality: for $A=(-1)$ listed twice, the assembled matrix has all four entries $-1$ and lowest eigenvalue $-2<-1$. Replacing determinants in place of adding them loses $I\subseteq J$: for $H=\mathrm{diag}(0,1,2)$, the set $\{2,3\}$ gives $1$ and the smaller set $\{1\}$ gives $0$. Without hermiticity, $\begin{pmatrix}0&1\\-1&3\end{pmatrix}$ has lowest eigenvalue $(3-\sqrt5)/2>0$, above the value $0$ from the first configuration.

## Derivation

1. Let the columns of $V$ be orthonormal trial vectors, $V^\dagger V=1$. Since $(Vc)^\dagger w=c^\dagger V^\dagger w$,
$$\|Vc\|^2=c^\dagger V^\dagger Vc=\|c\|^2,\qquad (Vc)^\dagger A(Vc)=c^\dagger(V^\dagger AV)c .$$

2. For Hermitian $A$ let $U$ hold orthonormal eigenvectors and $D=\mathrm{diag}(\lambda_i)$, so $U^\dagger U=UU^\dagger=1$, $AU=UD$ and $U^\dagger AU=D$. Step 1 with $V=U$ gives $\|Uy\|^2=\sum_i|y_i|^2$ and $(Uy)^\dagger A(Uy)=\sum_i\lambda_i|y_i|^2$.

3. Any $x$ equals $Uy$ with $y=U^\dagger x$, so
$$x^\dagger Ax-E_0\|x\|^2=\sum_i(\lambda_i-E_0)|y_i|^2\ge0 .$$
If the sum vanishes, every term does, so $\lambda_i=E_0$ or $y_i=0$ for each $i$. Then $Dy=E_0y$ and $Ax=AUy=UDy=E_0x$. Conversely $Ax=E_0x$ gives $x^\dagger Ax=E_0\|x\|^2$. Choosing $y=e_i$ at an index with $\lambda_i=E_0$ gives equality with norm one, hence a normalised ground vector.

4. Put $B=V^\dagger AV$, which is Hermitian, and let $c$ be a normalised ground vector of $B$. Steps 1 and 3 give
$$E_0(A)=E_0(A)\|Vc\|^2\le(Vc)^\dagger A(Vc)=c^\dagger Bc=E_0(B).$$
If $E_0(B)=E_0(A)$, the inequality is tight and step 3 gives $AVc=E_0(A)Vc$. Conversely, if some normalised $c$ has $AVc=E_0(A)Vc$, then $E_0(B)\le c^\dagger Bc=E_0(A)$, and the two values agree.

5. For distinct configurations $f(a)$ set $S_{ia}=\delta_{i,f(a)}$. Then
$$(S^\dagger AS)_{ab}=\sum_{i,j}\delta_{i,f(a)}A_{ij}\delta_{j,f(b)}=A_{f(a)f(b)} .$$
With $A=1$ this reads $(S^\dagger S)_{ab}=\delta_{f(a),f(b)}=\delta_{ab}$, where distinctness is used. Step 4 gives $E_0(A)\le E_0(A_f)$ for the principal submatrix $A_f$.

6. Step 5 applied to $H$ with the inclusion of $J$ gives $E_0(H)\le E_0(H_J)$. Applied to $H_J$ with the inclusion of $I$ in $J$ it gives $E_0(H_J)\le E_0(H_I)$, because $(H_J)_I=H_I$. The vectors $Sc$ are exactly those that vanish outside $I$, so the equality case of step 4 becomes the stated criterion.

## The file

```lean
import Mathlib

open Matrix

namespace RayleighRitzBasis

noncomputable section

variable {n m : Type*} [Fintype n] [DecidableEq n] [Fintype m] [DecidableEq m]

/-- Squared norm `⟨x|x⟩` of a state given by its expansion coefficients. -/
def sqNorm (x : n → ℂ) : ℝ := (star x ⬝ᵥ x).re

/-- Real part of the unnormalised expectation value `⟨x|A|x⟩`. -/
def energy (A : Matrix n n ℂ) (x : n → ℂ) : ℝ := (star x ⬝ᵥ (A *ᵥ x)).re

/-- The lowest eigenvalue of a Hermitian matrix on a nonempty index set. -/
def groundEnergy [Nonempty n] {A : Matrix n n ℂ} (hA : A.IsHermitian) : ℝ :=
  Finset.univ.inf' Finset.univ_nonempty hA.eigenvalues

/-- The configuration-interaction ground energy in the configuration set `I`: the lowest
eigenvalue of the principal submatrix of `H` with rows and columns in `I`. -/
def ciEnergy {H : Matrix n n ℂ} (hH : H.IsHermitian) (I : Finset n) (hI : I.Nonempty) : ℝ :=
  haveI : Nonempty I := ⟨⟨hI.choose, hI.choose_spec⟩⟩
  groundEnergy (hH.submatrix (Subtype.val : I → n))

/-- The matrix whose columns are orthonormal eigenvectors of a Hermitian matrix. -/
def eigenFrame {A : Matrix n n ℂ} (hA : A.IsHermitian) : Matrix n n ℂ :=
  hA.eigenvectorUnitary

/-- The diagonal matrix of eigenvalues of a Hermitian matrix. -/
def levels {A : Matrix n n ℂ} (hA : A.IsHermitian) : Matrix n n ℂ :=
  Matrix.diagonal fun i => (hA.eigenvalues i : ℂ)

/-- The matrix whose column `a` is the unit vector of configuration `f a`. -/
def selector (f : m → n) : Matrix n m ℂ :=
  Matrix.of fun i a => if i = f a then 1 else 0

omit [DecidableEq n] in
/-- For orthonormal trial vectors (the columns of `V`), the state `V c` has the norm of `c`
and its energy is the expectation value of the projected matrix `V† A V` in `c`. -/
theorem compression_expectation (A : Matrix n n ℂ) (V : Matrix n m ℂ) (hV : Vᴴ * V = 1)
    (c : m → ℂ) :
    sqNorm (V *ᵥ c) = sqNorm c ∧ energy A (V *ᵥ c) = energy (Vᴴ * A * V) c := by
  -- move `V` across the scalar product
  have adj : ∀ w : n → ℂ, star (V *ᵥ c) ⬝ᵥ w = star c ⬝ᵥ (Vᴴ *ᵥ w) := by
    intro w
    rw [Matrix.star_mulVec, Matrix.dotProduct_mulVec]
  constructor
  · unfold sqNorm
    rw [adj, Matrix.mulVec_mulVec, hV, Matrix.one_mulVec]
  · unfold energy
    rw [adj]
    simp only [Matrix.mulVec_mulVec, Matrix.mul_assoc]

/-- The eigenvector matrix `U` is unitary and satisfies `A U = U D` with `D` the diagonal
matrix of eigenvalues. -/
theorem eigenFrame_spec {A : Matrix n n ℂ} (hA : A.IsHermitian) :
    (eigenFrame hA)ᴴ * eigenFrame hA = 1 ∧ eigenFrame hA * (eigenFrame hA)ᴴ = 1 ∧
      A * eigenFrame hA = eigenFrame hA * levels hA := by
  refine ⟨?_, ?_, ?_⟩
  · exact (Matrix.mem_unitaryGroup_iff').1 hA.eigenvectorUnitary.2
  · exact (Matrix.mem_unitaryGroup_iff).1 hA.eigenvectorUnitary.2
  · ext i j
    have h := congrFun (hA.mulVec_eigenvectorBasis j) i
    have e : ∀ k, eigenFrame hA k j = hA.eigenvectorBasis j k := fun k => by
      exact hA.eigenvectorUnitary_apply k j
    have h2 : ∑ k, A i k * hA.eigenvectorBasis j k
        = (hA.eigenvalues j : ℂ) * hA.eigenvectorBasis j i := by
      simpa [Matrix.mulVec, dotProduct] using h
    unfold levels
    rw [Matrix.mul_diagonal, Matrix.mul_apply]
    simp only [e]
    rw [h2]
    ring

/-- A state with amplitudes `y` in the eigenbasis has squared norm `∑ |y i|²` and energy
`∑ λ i |y i|²`. -/
theorem spectral_expansion {A : Matrix n n ℂ} (hA : A.IsHermitian) (y : n → ℂ) :
    sqNorm (eigenFrame hA *ᵥ y) = ∑ i, Complex.normSq (y i) ∧
      energy A (eigenFrame hA *ᵥ y) = ∑ i, hA.eigenvalues i * Complex.normSq (y i) := by
  obtain ⟨h1, -, h3⟩ := eigenFrame_spec hA
  obtain ⟨hn, he⟩ := compression_expectation A (eigenFrame hA) h1 y
  have hD : (eigenFrame hA)ᴴ * A * eigenFrame hA = levels hA := by
    rw [Matrix.mul_assoc, h3, ← Matrix.mul_assoc, h1, Matrix.one_mul]
  have hre : ∀ z w : ℂ, (star z * w).re = z.re * w.re + z.im * w.im := by
    intro z w
    simp [Complex.mul_re]
  rw [hn, he, hD]
  constructor
  · unfold sqNorm dotProduct
    rw [Complex.re_sum]
    refine Finset.sum_congr rfl fun i _ => ?_
    rw [Pi.star_apply, hre, Complex.normSq_apply]
  · unfold energy dotProduct levels
    rw [Complex.re_sum]
    refine Finset.sum_congr rfl fun i _ => ?_
    rw [Pi.star_apply, hre, Matrix.mulVec_diagonal, Complex.normSq_apply]
    simp only [Complex.mul_re, Complex.mul_im, Complex.ofReal_re, Complex.ofReal_im]
    ring

/-- Rayleigh-Ritz variational principle: `E0 ⟨x|x⟩ ≤ ⟨x|A|x⟩` for every state `x`. -/
theorem rayleigh_ritz [Nonempty n] {A : Matrix n n ℂ} (hA : A.IsHermitian) (x : n → ℂ) :
    groundEnergy hA * sqNorm x ≤ energy A x := by
  obtain ⟨-, h2, -⟩ := eigenFrame_spec hA
  -- expand `x` in the eigenbasis
  obtain ⟨y, rfl⟩ : ∃ y : n → ℂ, x = eigenFrame hA *ᵥ y :=
    ⟨(eigenFrame hA)ᴴ *ᵥ x, by rw [Matrix.mulVec_mulVec, h2, Matrix.one_mulVec]⟩
  obtain ⟨hn, he⟩ := spectral_expansion hA y
  rw [hn, he, Finset.mul_sum]
  refine Finset.sum_le_sum fun i _ =>
    mul_le_mul_of_nonneg_right ?_ (Complex.normSq_nonneg _)
  exact Finset.inf'_le hA.eigenvalues (Finset.mem_univ i)

/-- The variational bound is an equality for `x` exactly when `A x = E0 x`. -/
theorem rayleigh_ritz_eq_iff [Nonempty n] {A : Matrix n n ℂ} (hA : A.IsHermitian)
    (x : n → ℂ) :
    energy A x = groundEnergy hA * sqNorm x ↔ A *ᵥ x = (groundEnergy hA : ℂ) • x := by
  constructor
  · intro h
    obtain ⟨-, h2, h3⟩ := eigenFrame_spec hA
    obtain ⟨y, rfl⟩ : ∃ y : n → ℂ, x = eigenFrame hA *ᵥ y :=
      ⟨(eigenFrame hA)ᴴ *ᵥ x, by rw [Matrix.mulVec_mulVec, h2, Matrix.one_mulVec]⟩
    obtain ⟨hn, he⟩ := spectral_expansion hA y
    rw [hn, he, Finset.mul_sum] at h
    have hle : ∀ i, groundEnergy hA ≤ hA.eigenvalues i := fun i =>
      Finset.inf'_le hA.eigenvalues (Finset.mem_univ i)
    -- the excess energy is a vanishing sum of nonnegative terms
    have hsum : ∑ i, (hA.eigenvalues i - groundEnergy hA) * Complex.normSq (y i) = 0 := by
      simp only [sub_mul, Finset.sum_sub_distrib]
      linarith
    have hnn : ∀ i ∈ (Finset.univ : Finset n),
        0 ≤ (hA.eigenvalues i - groundEnergy hA) * Complex.normSq (y i) := fun i _ =>
      mul_nonneg (sub_nonneg.2 (hle i)) (Complex.normSq_nonneg (y i))
    have hz := (Finset.sum_eq_zero_iff_of_nonneg hnn).1 hsum
    -- only levels equal to `E0` are populated
    have hy : levels hA *ᵥ y = (groundEnergy hA : ℂ) • y := by
      ext i
      unfold levels
      rw [Matrix.mulVec_diagonal, Pi.smul_apply, smul_eq_mul]
      rcases mul_eq_zero.1 (hz i (Finset.mem_univ i)) with h0 | h0
      · rw [sub_eq_zero.1 h0]
      · rw [Complex.normSq_eq_zero.1 h0, mul_zero, mul_zero]
    rw [Matrix.mulVec_mulVec, h3, ← Matrix.mulVec_mulVec, hy, Matrix.mulVec_smul]
  · intro h
    unfold energy sqNorm
    rw [h, dotProduct_smul, smul_eq_mul, Complex.re_ofReal_mul]

/-- There is a normalised state with `A x = E0 x`. -/
theorem exists_ground_state [Nonempty n] {A : Matrix n n ℂ} (hA : A.IsHermitian) :
    ∃ x : n → ℂ, sqNorm x = 1 ∧ A *ᵥ x = (groundEnergy hA : ℂ) • x := by
  obtain ⟨i, -, hi⟩ := Finset.exists_mem_eq_inf' (Finset.univ_nonempty (α := n)) hA.eigenvalues
  have hi' : groundEnergy hA = hA.eigenvalues i := hi
  obtain ⟨hn, he⟩ := spectral_expansion hA (Pi.single i 1 : n → ℂ)
  have hs : ∀ k, Complex.normSq ((Pi.single i 1 : n → ℂ) k) = if k = i then 1 else 0 := by
    intro k
    by_cases hk : k = i <;> simp [hk]
  have hn' : sqNorm (eigenFrame hA *ᵥ (Pi.single i 1 : n → ℂ)) = 1 := by
    rw [hn]
    simp only [hs]
    simp
  refine ⟨_, hn', (rayleigh_ritz_eq_iff hA _).1 ?_⟩
  rw [he, hn', hi']
  simp only [hs]
  simp

/-- The lowest eigenvalue of the Hamiltonian projected on orthonormal trial vectors,
`V† A V` with `V† V = 1`, is at least the lowest eigenvalue of `A`. -/
theorem ground_le_compression [Nonempty n] [Nonempty m] {A : Matrix n n ℂ}
    (hA : A.IsHermitian) (V : Matrix n m ℂ) (hV : Vᴴ * V = 1) :
    groundEnergy hA ≤ groundEnergy (Matrix.isHermitian_conjTranspose_mul_mul V hA) := by
  -- the ground vector of the projected problem is a trial state for `A`
  obtain ⟨c, hc1, hc2⟩ := exists_ground_state (Matrix.isHermitian_conjTranspose_mul_mul V hA)
  obtain ⟨hn, he⟩ := compression_expectation A V hV c
  have h1 := rayleigh_ritz hA (V *ᵥ c)
  have h2 := (rayleigh_ritz_eq_iff (Matrix.isHermitian_conjTranspose_mul_mul V hA) c).2 hc2
  rw [hn, he, h2, hc1] at h1
  linarith

/-- The projected and the full lowest eigenvalues agree exactly when some combination `V c`
of the trial vectors with normalised `c` satisfies `A V c = E0 V c`. -/
theorem compression_eq_iff [Nonempty n] [Nonempty m] {A : Matrix n n ℂ}
    (hA : A.IsHermitian) (V : Matrix n m ℂ) (hV : Vᴴ * V = 1) :
    groundEnergy (Matrix.isHermitian_conjTranspose_mul_mul V hA) = groundEnergy hA ↔
      ∃ c : m → ℂ, sqNorm c = 1 ∧ A *ᵥ (V *ᵥ c) = (groundEnergy hA : ℂ) • (V *ᵥ c) := by
  constructor
  · intro h
    obtain ⟨c, hc1, hc2⟩ :=
      exists_ground_state (Matrix.isHermitian_conjTranspose_mul_mul V hA)
    obtain ⟨hn, he⟩ := compression_expectation A V hV c
    have h2 := (rayleigh_ritz_eq_iff (Matrix.isHermitian_conjTranspose_mul_mul V hA) c).2 hc2
    refine ⟨c, hc1, (rayleigh_ritz_eq_iff hA _).1 ?_⟩
    rw [he, hn, h2, h]
  · rintro ⟨c, hc1, hc2⟩
    refine le_antisymm ?_ (ground_le_compression hA V hV)
    obtain ⟨hn, he⟩ := compression_expectation A V hV c
    have h1 := rayleigh_ritz (Matrix.isHermitian_conjTranspose_mul_mul V hA) c
    have h2 := (rayleigh_ritz_eq_iff hA (V *ᵥ c)).2 hc2
    rw [he, hn] at h2
    rw [h2, hc1] at h1
    linarith

omit [Fintype m] in
/-- For distinct configurations `f a`, the selector matrix has orthonormal columns and
projects every matrix onto its principal submatrix. -/
theorem selector_witness (f : m → n) (hf : Function.Injective f) :
    (selector f)ᴴ * selector f = 1 ∧
      ∀ A : Matrix n n ℂ, (selector f)ᴴ * A * selector f = A.submatrix f f := by
  have hV : (selector f)ᴴ = Matrix.of fun a i => if i = f a then (1 : ℂ) else 0 := by
    ext a i
    by_cases h : i = f a <;> simp [selector, h]
  have hsub : ∀ A : Matrix n n ℂ, (selector f)ᴴ * A * selector f = A.submatrix f f := by
    intro A
    rw [hV]
    ext a b
    simp [selector, Matrix.mul_apply]
  refine ⟨?_, hsub⟩
  have h1 := hsub 1
  rw [Matrix.mul_one] at h1
  rw [h1]
  exact Matrix.submatrix_one f hf

/-- The lowest eigenvalue of a principal submatrix on distinct configurations is at least
the lowest eigenvalue of the whole matrix. -/
theorem ground_le_submatrix [Nonempty n] [Nonempty m] {A : Matrix n n ℂ}
    (hA : A.IsHermitian) (f : m → n) (hf : Function.Injective f) :
    groundEnergy hA ≤ groundEnergy (hA.submatrix f) := by
  obtain ⟨h1, h2⟩ := selector_witness f hf
  have key : ∀ (B : Matrix m m ℂ) (hB : B.IsHermitian),
      B = (selector f)ᴴ * A * selector f → groundEnergy hA ≤ groundEnergy hB := by
    rintro B hB rfl
    exact ground_le_compression hA _ h1
  exact key _ _ (h2 A).symm

/-- For nonempty configuration sets `I ⊆ J`, the ground energies satisfy
`E0(H) ≤ E0(H_J) ≤ E0(H_I)`. -/
theorem ciEnergy_antitone [Nonempty n] {H : Matrix n n ℂ} (hH : H.IsHermitian)
    {I J : Finset n} (hI : I.Nonempty) (hIJ : I ⊆ J) :
    groundEnergy hH ≤ ciEnergy hH J (hI.mono hIJ) ∧
      ciEnergy hH J (hI.mono hIJ) ≤ ciEnergy hH I hI := by
  haveI : Nonempty I := ⟨⟨hI.choose, hI.choose_spec⟩⟩
  haveI : Nonempty J := ⟨⟨hI.choose, hIJ hI.choose_spec⟩⟩
  constructor
  · exact ground_le_submatrix hH (Subtype.val : J → n) Subtype.val_injective
  · -- `H_I` is itself a principal submatrix of `H_J`
    have hg : Function.Injective (fun a : I => (⟨a.1, hIJ a.2⟩ : J)) := by
      intro a b h
      have h' := congrArg Subtype.val h
      exact Subtype.ext h'
    exact ground_le_submatrix (hH.submatrix (Subtype.val : J → n))
      (fun a : I => (⟨a.1, hIJ a.2⟩ : J)) hg

/-- The ground energy in the configuration set `I` equals that of `H` exactly when some
normalised state with no amplitude outside `I` satisfies `H x = E0(H) x`. -/
theorem ciEnergy_eq_ground_iff [Nonempty n] {H : Matrix n n ℂ} (hH : H.IsHermitian)
    {I : Finset n} (hI : I.Nonempty) :
    ciEnergy hH I hI = groundEnergy hH ↔
      ∃ x : n → ℂ, sqNorm x = 1 ∧ (∀ i, i ∉ I → x i = 0) ∧
        H *ᵥ x = (groundEnergy hH : ℂ) • x := by
  haveI : Nonempty I := ⟨⟨hI.choose, hI.choose_spec⟩⟩
  obtain ⟨h1, h2⟩ := selector_witness (Subtype.val : I → n) Subtype.val_injective
  have key : ∀ (B : Matrix I I ℂ) (hB : B.IsHermitian),
      B = (selector (Subtype.val : I → n))ᴴ * H * selector (Subtype.val : I → n) →
      (groundEnergy hB = groundEnergy hH ↔ ∃ c : I → ℂ, sqNorm c = 1 ∧
        H *ᵥ (selector (Subtype.val : I → n) *ᵥ c)
          = (groundEnergy hH : ℂ) • (selector (Subtype.val : I → n) *ᵥ c)) := by
    rintro B hB rfl
    exact compression_eq_iff hH _ h1
  have hk : ciEnergy hH I hI = groundEnergy hH ↔ ∃ c : I → ℂ, sqNorm c = 1 ∧
      H *ᵥ (selector (Subtype.val : I → n) *ᵥ c)
        = (groundEnergy hH : ℂ) • (selector (Subtype.val : I → n) *ᵥ c) :=
    key _ (hH.submatrix (Subtype.val : I → n)) (h2 H).symm
  have happ : ∀ (c : I → ℂ) (i : n), (selector (Subtype.val : I → n) *ᵥ c) i
      = ∑ a : I, (if i = (a : n) then (1 : ℂ) else 0) * c a := by
    intro c i
    simp only [selector, Matrix.mulVec, dotProduct, Matrix.of_apply]
  -- the selector extends coefficient vectors by zero
  have hzero : ∀ (c : I → ℂ) (i : n), i ∉ I →
      (selector (Subtype.val : I → n) *ᵥ c) i = 0 := by
    intro c i hi
    rw [happ]
    refine Finset.sum_eq_zero fun a _ => ?_
    have hne : ¬ i = (a : n) := fun h => hi (by rw [h]; exact a.2)
    simp [hne]
  rw [hk]
  constructor
  · rintro ⟨c, hc1, hc2⟩
    exact ⟨selector (Subtype.val : I → n) *ᵥ c,
      ((compression_expectation H _ h1 c).1).trans hc1, hzero c, hc2⟩
  · rintro ⟨x, hx1, hx0, hx2⟩
    -- a state supported in `I` is the extension of its restriction
    have hx : selector (Subtype.val : I → n) *ᵥ (fun a : I => x a.1) = x := by
      ext i
      by_cases hi : i ∈ I
      · rw [happ, Finset.sum_eq_single (⟨i, hi⟩ : I)]
        · simp
        · intro b _ hb
          have hne : ¬ i = (b : n) := fun h => hb (Subtype.ext h.symm)
          simp [hne]
        · intro h
          exact absurd (Finset.mem_univ _) h
      · rw [hzero _ i hi, hx0 i hi]
    have hn := (compression_expectation H _ h1 (fun a : I => x a.1)).1
    rw [hx] at hn
    refine ⟨fun a : I => x a.1, hn.symm.trans hx1, ?_⟩
    rw [hx]
    exact hx2

end

end RayleighRitzBasis
```

```lean
#print axioms RayleighRitzBasis.ciEnergy_antitone
#print axioms RayleighRitzBasis.ciEnergy_eq_ground_iff
```

```
'RayleighRitzBasis.ciEnergy_antitone' depends on axioms: [propext, Classical.choice, Quot.sound]
'RayleighRitzBasis.ciEnergy_eq_ground_iff' depends on axioms: [propext, Classical.choice, Quot.sound]
```

## What the statements say

The finite type `n` labels configurations, and `H : Matrix n n ℂ` stands for the matrix elements $\langle\Phi_i|\hat H|\Phi_j\rangle$; Lean sees only the matrix and the hypothesis `H.IsHermitian`. The docstrings call any coefficient vector `n → ℂ` a state, normalised or not, the zero vector included. Every theorem about eigenvalues assumes a Hermitian matrix, also where its docstring does not say so. Orthonormality of the configurations is built in through two choices: `sqNorm x` is the real part of $x^\dagger x$ with no overlap matrix, and the ground energies are ordinary eigenvalues, not those of a generalised eigenproblem. `energy A x` is the real part of $x^\dagger Ax$ and is not divided by $x^\dagger x$. `groundEnergy hA` is the minimum of Mathlib's `hA.eigenvalues` over a nonempty index set, and `ciEnergy hH I hI` is that minimum for the principal submatrix on `I`.

`ciEnergy_antitone` assumes `I.Nonempty` and `I ⊆ J` and concludes both inequalities. `ciEnergy_eq_ground_iff` states that $E_0(H_I)=E_0(H)$ if and only if some `x` has `sqNorm x = 1`, vanishes at every `i ∉ I`, and satisfies $Hx=E_0(H)x$. Degenerate ground levels are allowed; one such vector suffices.

## How the proof follows the derivation

`compression_expectation` is step 1; its local `adj` moves $V$ across the scalar product. `eigenFrame_spec` extracts unitarity and $AU=UD$ from Mathlib's eigenvector basis for `eigenFrame` ($U$) and `levels` ($D$), and `spectral_expansion` finishes step 2 through `hD`, which is $U^\dagger AU=D$.

Step 3 takes three theorems. `rayleigh_ritz` substitutes $x=Uy$ and compares the two sums term by term with `Finset.sum_le_sum`. In `rayleigh_ritz_eq_iff`, `hsum` is the vanishing excess energy, `Finset.sum_eq_zero_iff_of_nonneg` makes each term zero, and `hy` is $Dy=E_0y$; the zero vector satisfies both sides. `exists_ground_state` finds the minimising index by `Finset.exists_mem_eq_inf'` and uses `Pi.single i 1` as $e_i$.

`ground_le_compression` and `compression_eq_iff` are the inequality and the equality case of step 4, each feeding a ground vector of one problem into the variational bound of the other. `selector_witness` is step 5: `hsub` computes $S^\dagger AS$ for arbitrary $A$, and `Matrix.submatrix_one f hf` uses injectivity. `ground_le_submatrix` combines steps 4 and 5, and `ciEnergy_antitone` calls it twice, with `hg` supplying injectivity of the inclusion of `I` in `J`. In `ciEnergy_eq_ground_iff`, `hzero` shows that $Sc$ vanishes outside `I`, and `hx` shows that a vector supported in `I` is the zero extension of its restriction.

## What is and is not guaranteed

The theorems concern exact eigenvalues of one fixed finite matrix in exact arithmetic. Rounding error and an unconverged iterative eigensolver are not modelled, so a small rise in a printed energy does not contradict them. The lower end $E_0(H)$ is the full-CI value if the configurations are all the determinants that the chosen orbitals allow for the given number of electrons; nothing is stated about the Schrödinger operator or the basis-set limit.

Both energies must come from the same $H$. Reoptimising orbitals between steps changes the matrix, and perturbative corrections added to the eigenvalue are not eigenvalues of a submatrix. Non-orthogonal bases, which lead to a generalised eigenproblem with an overlap matrix, are not covered, and neither are excited states.

The inequalities are not strict and give no size for the lowering. The equality criterion is stated for $E_0(H_I)$ against $E_0(H)$ only. An unchanged energy from $I$ to $J$ does not certify convergence to $E_0(H)$: for $H=\mathrm{diag}(1,2,0)$, $\{1\}$ and $\{1,2\}$ both give $1$ while $E_0(H)=0$. This and the other numerical examples are worked by hand and are not in the file.
